# Started from zero, undamped direct ring CCD brackets the RPA correlation energy of a one-excitation model for $0 < K \le 2D$

## Two amplitudes that alternate around the answer

Take one particle-hole excitation with orbital gap $D > 0$ and Coulomb coupling $K = 2D$. For this choice the undamped direct ring coupled-cluster doubles (CCD) iteration, with only orbital gaps in its denominator, replaces the amplitude $t$ by $-(1+t)^2$. Starting from $t = 0$, it gives

$$0,\ -1,\ 0,\ -1,\ \dots$$

and never settles. The energy of an amplitude is $Kt/2$, here $Dt$, so the energies alternate between $0$ and $-D$. The correlation energy in the direct random-phase approximation (RPA), which leaves out exchange, is $(\sqrt5 - 3)D/2 \approx -0.382\,D$, which lies between them.

The iteration fails to converge, yet each update lands on the other side of the correct value. The reason is that $-(1+t)^2$ decreases as $t$ increases from $-1$: an amplitude that is too high is sent to one that is too low, and the reverse. The same mechanism works for every coupling with $0 < K \le 2D$.

## The ring equation with one amplitude

For one excitation the RPA matrices are the numbers $A = D + K$ and $B = K$. The coupling $K$ is the direct Coulomb interaction of the excitation with itself, with any spin factor included and exchange left out. The excitation energy is $\sqrt{A^2 - B^2} = \sqrt{D(D+2K)}$, and the correlation energy is half its difference from $A$:

$$E_{\rm RPA} = \tfrac12\left(\sqrt{D(D+2K)} - D - K\right).$$

The direct ring CCD equation $B + At + tA + tBt = 0$ becomes

$$K + 2(D+K)t + Kt^2 = 0 .$$

Keeping the gap term $2Dt$ on the left and moving all interaction terms to the right gives $2Dt = -K(1+t)^2$. The undamped iteration evaluates the right-hand side with the old amplitude:

$$t_0 = 0, \qquad t_{n+1} = U(t_n), \qquad U(t) = -\frac{K(1+t)^2}{2D}.$$

The energy of iterate $n$ is $E_n = Kt_n/2$. The choice of what stays on the left matters: if the whole linear term $2(D+K)t$ is kept there, with $D, K > 0$, the iterates from zero fall steadily towards the RPA amplitude without crossing it, and they give no bracket.

## What the theorems say

In the Lean file, `D`, `K` and the amplitude are real numbers. The function $U$ is `ringUpdate`, the sequence $t_n$ is `ringIterate D K n`, the energy of an amplitude is `ringEnergy`, and $E_{\rm RPA}$ is `rpaEnergy`. The docstring of `rpaEnergy` asks only for a real square root; for the formula to be the RPA correlation energy, $D > 0$ is needed as well. The index is a natural number, and index 0 is the zero starting amplitude.

Assume $0 < K \le 2D$, which also makes $D$ positive. Then for every $n$:

- `rpaEnergy_bracketed`: $E_{2n+1} < E_{\rm RPA} < E_{2n}$.
- `brackets_nested`: $E_{2n+2} \le E_{2n}$ and $E_{2n+1} \le E_{2n+3}$.
- `mean_energy_error`: the mean of $E_{2n}$ and $E_{2n+1}$ differs from $E_{\rm RPA}$ by less than $(E_{2n} - E_{2n+1})/2$.

Two further theorems fix the coupling and assume only $D > 0$. At $K = 2D$, `two_cycle` gives $t_{2n} = 0$ and $t_{2n+1} = -1$. At $K = 4D$, `bracket_fails_at_four` gives $E_{n+1} = -4D$ for every $n$, while $E_{\rm RPA} = -D$.

The condition $K \le 2D$ says that the coupling is at most twice the gap. The case $K = 4D$ shows that $0 < K \le 4D$ would be too weak a hypothesis for the bracket; it does not show that $2D$ is the largest possible bound.

The closed form of $E_{\rm RPA}$ enters as a definition and is not derived from a many-electron Hamiltonian. The model has a single real amplitude, so nothing is said about amplitude matrices, exchange, damping or extrapolation. Convergence is not claimed either, and at $K = 2D$ it is false. For this one-excitation model with $0 < K \le 2D$, two consecutive energies from a run of the iteration above, started from zero amplitude, give a strict error bound on the RPA correlation energy, even if the run has not converged.

## The derivation by hand

**Fixed points.** Since $D \ne 0$, the equation $U(t) = t$ can be multiplied by $2D$. It becomes $-K(1+t)^2 = 2Dt$, which is the ring equation after expansion.

**The update reverses order.** Let $-1 \le s < t$. Then

$$U(s) - U(t) = \frac{K\left[(1+t)^2 - (1+s)^2\right]}{2D} = \frac{K(t-s)(2+s+t)}{2D} > 0,$$

because $t - s > 0$ and $2 + s + t > 0$.

**The iterates stay in $[-1, 0]$.** This holds for $t_0 = 0$. If $-1 \le t_n \le 0$, then $0 \le (1+t_n)^2 \le 1$, so

$$-1 \le -\frac{K}{2D} \le t_{n+1} \le 0 .$$

The first inequality is where $K \le 2D$ is used.

**The RPA amplitude.** Write $w = \sqrt{D(D+2K)}$ and let $p$ be the amplitude whose energy is $E_{\rm RPA}$, so that $Kp = w - D - K$. From

$$w^2 - D^2 = 2DK > 0, \qquad (D+K)^2 - w^2 = K^2 > 0$$

it follows that $D < w < D + K$. Hence $-K < Kp < 0$, and so $-1 < p < 0$. Moreover $K(1+p) = w - D$, which gives

$$K\,U(p) = -\frac{(w-D)^2}{2D} = -\frac{2D^2 + 2DK - 2Dw}{2D} = w - D - K = Kp .$$

Therefore $U(p) = p$.

**The bracket.** If $t > p$, order reversal gives $U(t) < U(p) = p$. If $-1 \le t < p$, it gives $U(t) > p$. The start satisfies $t_0 = 0 > p$. If $t_{2m} > p$, then $t_{2m+1} < p$; since $t_{2m+1} \ge -1$, the next update gives $t_{2m+2} > p$. By induction $t_{2n+1} < p < t_{2n}$ for all $n$, and multiplication by $K/2 > 0$ turns amplitudes into energies.

**The nesting.** Two order reversals preserve order. We have $t_2 \le 0 = t_0$. If $t_{2m+2} \le t_{2m}$, one update gives $t_{2m+1} \le t_{2m+3}$ and a second gives $t_{2m+4} \le t_{2m+2}$. The inequalities are weak because they become equalities at $K = 2D$.

**The mean.** A number strictly inside an interval is closer to the midpoint than half the interval's length. Apply this to $E_{\rm RPA}$ between $E_{2n+1}$ and $E_{2n}$.

**The two special couplings.** At $K = 2D$, $U(0) = -1$ and $U(-1) = 0$, so the two values alternate. At $K = 4D$ the update is $U(t) = -2(1+t)^2$, with $U(0) = -2$ and $U(-2) = -2$. Every later amplitude is $-2$, with energy $2D\cdot(-2) = -4D$. The square root is $\sqrt{9D^2} = 3D$, so $E_{\rm RPA} = (3D - 5D)/2 = -D$. The iteration has reached a solution of the ring equation, but the wrong one: the RPA amplitude is the other root, $-1/2$. A vanishing residual therefore does not by itself identify the RPA solution.

## The weak-coupling limit

For $n = 0$ the bracket reads

$$-\frac{K^2}{4D} < E_{\rm RPA} < 0 .$$

The lower end is the direct second-order energy of the model. Expanding the square root for $K \ll D$ gives $E_{\rm RPA} = -K^2/(4D) + K^3/(4D^2) + \dots$, so the first update already has the correct leading term, and the positive cubic term shows why it lies too low.

## The Lean file

```lean
import Mathlib

noncomputable section

namespace RingCCDIteration

/-- The undamped direct ring CCD update of the amplitude `t`, for gap parameter `D ≠ 0` and
coupling `K`. -/
def ringUpdate (D K t : ℝ) : ℝ := -K * (1 + t) ^ 2 / (2 * D)

/-- The amplitudes produced by repeating the ring CCD update from zero amplitude, for `D ≠ 0`. -/
def ringIterate (D K : ℝ) : ℕ → ℝ
  | 0 => 0
  | n + 1 => ringUpdate D K (ringIterate D K n)

/-- The correlation energy `K t / 2` that belongs to the amplitude `t`. -/
def ringEnergy (K t : ℝ) : ℝ := K * t / 2

/-- The RPA correlation energy in closed form, for `D (D + 2K) ≥ 0`. -/
def rpaEnergy (D K : ℝ) : ℝ := (√(D * (D + 2 * K)) - D - K) / 2

/-- For `D ≠ 0`, an amplitude is unchanged by the update exactly when it solves the direct
ring CCD equation. -/
theorem ringUpdate_eq_self_iff {D : ℝ} (K t : ℝ) (hD : D ≠ 0) :
    ringUpdate D K t = t ↔ K + 2 * (D + K) * t + K * t ^ 2 = 0 := by
  unfold ringUpdate
  rw [div_eq_iff (mul_ne_zero two_ne_zero hD)]
  constructor
  · intro h
    linear_combination -h
  · intro h
    linear_combination -h

/-- For positive `D` and `K`, the update reverses the order of amplitudes that are at
least `-1`. -/
theorem ringUpdate_lt {D K s t : ℝ} (hD : 0 < D) (hK : 0 < K) (hs : -1 ≤ s) (hst : s < t) :
    ringUpdate D K t < ringUpdate D K s := by
  unfold ringUpdate
  apply div_lt_div_of_pos_right _ (by positivity)
  have h1 : 0 < t - s := by linarith
  have h2 : 0 < 2 + s + t := by linarith
  have h3 : 0 < K * ((t - s) * (2 + s + t)) := mul_pos hK (mul_pos h1 h2)
  linarith [show K * ((t - s) * (2 + s + t)) = K * (1 + t) ^ 2 - K * (1 + s) ^ 2 by ring]

/-- For `0 < K ≤ 2D`, all iterated amplitudes stay between `-1` and `0`. -/
theorem ringIterate_mem {D K : ℝ} (hK : 0 < K) (hKD : K ≤ 2 * D) (n : ℕ) :
    -1 ≤ ringIterate D K n ∧ ringIterate D K n ≤ 0 := by
  have hD : 0 < 2 * D := by linarith
  induction n with
  | zero => simp [ringIterate]
  | succ n ih =>
    obtain ⟨h1, h2⟩ := ih
    simp only [ringIterate, ringUpdate]
    have h3 : (1 + ringIterate D K n) ^ 2 ≤ 1 := by nlinarith
    have h4 : K * (1 + ringIterate D K n) ^ 2 ≤ K * 1 :=
      mul_le_mul_of_nonneg_left h3 hK.le
    have h5 : 0 ≤ K * (1 + ringIterate D K n) ^ 2 := by positivity
    constructor
    · rw [le_div_iff₀ hD]
      linarith
    · rw [div_le_iff₀ hD]
      linarith

/-- For `0 < K ≤ 2D`, every odd iterate energy lies strictly below the RPA energy and every
even one strictly above it. -/
theorem rpaEnergy_bracketed {D K : ℝ} (hK : 0 < K) (hKD : K ≤ 2 * D) (n : ℕ) :
    ringEnergy K (ringIterate D K (2 * n + 1)) < rpaEnergy D K ∧
      rpaEnergy D K < ringEnergy K (ringIterate D K (2 * n)) := by
  have hD : 0 < D := by linarith
  have hDK : 0 < D * K := mul_pos hD hK
  unfold ringEnergy rpaEnergy
  have hw : √(D * (D + 2 * K)) ^ 2 = D * (D + 2 * K) := Real.sq_sqrt (by positivity)
  have hw0 : 0 ≤ √(D * (D + 2 * K)) := Real.sqrt_nonneg _
  generalize √(D * (D + 2 * K)) = w at hw hw0 ⊢
  have hw1 : D < w := lt_of_pow_lt_pow_left₀ 2 hw0 (by nlinarith)
  have hw2 : w < D + K := lt_of_pow_lt_pow_left₀ 2 (by positivity) (by nlinarith)
  -- the amplitude that carries the RPA energy
  obtain ⟨p, hp⟩ : ∃ p : ℝ, K * p = w - D - K := ⟨(w - D - K) / K, by field_simp⟩
  have hp1 : -1 < p := by nlinarith
  have hp0 : p < 0 := by nlinarith
  have hfix : ringUpdate D K p = p := by
    unfold ringUpdate
    rw [div_eq_iff (by positivity)]
    apply mul_left_cancel₀ hK.ne'
    linear_combination (-1) * hw - (w + K * p + D + K) * hp
  -- an update sends an amplitude that is at least `-1` and not `p` to the other side of `p`
  have down : ∀ t, p < t → ringUpdate D K t < p := by
    intro t ht
    have h := ringUpdate_lt hD hK hp1.le ht
    rwa [hfix] at h
  have up : ∀ t, -1 ≤ t → t < p → p < ringUpdate D K t := by
    intro t h1 ht
    have h := ringUpdate_lt hD hK h1 ht
    rwa [hfix] at h
  have even : ∀ m : ℕ, p < ringIterate D K (2 * m) := by
    intro m
    induction m with
    | zero => simpa [ringIterate] using hp0
    | succ m ih =>
      rw [show 2 * (m + 1) = 2 * m + 1 + 1 by omega]
      exact up _ (ringIterate_mem hK hKD (2 * m + 1)).1 (down _ ih)
  have odd : ringIterate D K (2 * n + 1) < p := down _ (even n)
  have h1 := mul_lt_mul_of_pos_left odd hK
  have h2 := mul_lt_mul_of_pos_left (even n) hK
  constructor <;> linarith

/-- For `0 < K ≤ 2D`, the even iterate energies never rise and the odd ones never fall from
one cycle of two updates to the next. -/
theorem brackets_nested {D K : ℝ} (hK : 0 < K) (hKD : K ≤ 2 * D) (n : ℕ) :
    ringEnergy K (ringIterate D K (2 * n + 2)) ≤ ringEnergy K (ringIterate D K (2 * n)) ∧
      ringEnergy K (ringIterate D K (2 * n + 1)) ≤
        ringEnergy K (ringIterate D K (2 * n + 3)) := by
  have hD : 0 < D := by linarith
  have anti : ∀ i j : ℕ, ringIterate D K i ≤ ringIterate D K j →
      ringIterate D K (j + 1) ≤ ringIterate D K (i + 1) := by
    intro i j h
    simp only [ringIterate]
    rcases h.eq_or_lt with h | h
    · rw [h]
    · exact (ringUpdate_lt hD hK (ringIterate_mem hK hKD i).1 h).le
  -- the even iterates never rise
  have even : ∀ m : ℕ, ringIterate D K (2 * m + 2) ≤ ringIterate D K (2 * m) := by
    intro m
    induction m with
    | zero => exact (ringIterate_mem hK hKD 2).2
    | succ m ih => exact anti _ _ (anti _ _ ih)
  have h1 := mul_le_mul_of_nonneg_left (even n) hK.le
  have h2 := mul_le_mul_of_nonneg_left (anti _ _ (even n)) hK.le
  unfold ringEnergy
  constructor <;> linarith

/-- For `0 < K ≤ 2D`, the mean of an even iterate energy and the next odd one differs from the
RPA energy by less than half the difference of the two. -/
theorem mean_energy_error {D K : ℝ} (hK : 0 < K) (hKD : K ≤ 2 * D) (n : ℕ) :
    |(ringEnergy K (ringIterate D K (2 * n)) + ringEnergy K (ringIterate D K (2 * n + 1))) / 2
        - rpaEnergy D K| <
      (ringEnergy K (ringIterate D K (2 * n))
        - ringEnergy K (ringIterate D K (2 * n + 1))) / 2 := by
  obtain ⟨h1, h2⟩ := rpaEnergy_bracketed hK hKD n
  rw [abs_lt]
  constructor <;> linarith

/-- At `K = 2D` with `D > 0`, the even amplitudes are all `0` and the odd ones all `-1`. -/
theorem two_cycle {D : ℝ} (hD : 0 < D) (n : ℕ) :
    ringIterate D (2 * D) (2 * n) = 0 ∧ ringIterate D (2 * D) (2 * n + 1) = -1 := by
  have h0 : ringUpdate D (2 * D) 0 = -1 := by
    unfold ringUpdate
    rw [div_eq_iff (by positivity)]
    ring
  have h1 : ringUpdate D (2 * D) (-1) = 0 := by
    simp [ringUpdate]
  induction n with
  | zero => exact ⟨rfl, h0⟩
  | succ n ih =>
    have h2 : ringIterate D (2 * D) (2 * n + 1 + 1) = 0 := by
      rw [ringIterate, ih.2, h1]
    rw [show 2 * (n + 1) = 2 * n + 1 + 1 by omega]
    refine ⟨h2, ?_⟩
    rw [ringIterate, h2, h0]

/-- At `K = 4D` with `D > 0`, every iterate after the starting one has energy `-4D`, while the
RPA energy is `-D`. -/
theorem bracket_fails_at_four {D : ℝ} (hD : 0 < D) (n : ℕ) :
    ringEnergy (4 * D) (ringIterate D (4 * D) (n + 1)) = -4 * D ∧
      rpaEnergy D (4 * D) = -D := by
  have h : ringIterate D (4 * D) (n + 1) = -2 := by
    induction n with
    | zero =>
      simp only [ringIterate, ringUpdate]
      rw [div_eq_iff (by positivity)]
      ring
    | succ n ih =>
      rw [ringIterate, ih, ringUpdate, div_eq_iff (by positivity)]
      ring
  constructor
  · rw [h, ringEnergy]
    ring
  · rw [rpaEnergy, show D * (D + 2 * (4 * D)) = (3 * D) ^ 2 by ring,
      Real.sqrt_sq (by positivity)]
    ring

end RingCCDIteration
```

```lean
#print axioms RingCCDIteration.rpaEnergy_bracketed
-- 'RingCCDIteration.rpaEnergy_bracketed' depends on axioms: [propext, Classical.choice, Quot.sound]
#print axioms RingCCDIteration.mean_energy_error
-- 'RingCCDIteration.mean_energy_error' depends on axioms: [propext, Classical.choice, Quot.sound]
#print axioms RingCCDIteration.two_cycle
-- 'RingCCDIteration.two_cycle' depends on axioms: [propext, Classical.choice, Quot.sound]
#print axioms RingCCDIteration.bracket_fails_at_four
-- 'RingCCDIteration.bracket_fails_at_four' depends on axioms: [propext, Classical.choice, Quot.sound]
```

## How the lemmas carry the argument

`ringUpdate_eq_self_iff` is the fixed-point equivalence. It clears the denominator with `div_eq_iff`, and `linear_combination` matches the two polynomial equations in both directions. It ties the update to the ring equation; the later proofs do not call it.

`ringUpdate_lt` is order reversal. The product `K * ((t - s) * (2 + s + t))` is shown to be positive, and `ring` identifies it with the difference of the two squared terms. `ringIterate_mem` is the induction that keeps the iterates in $[-1, 0]$, with `le_div_iff₀` and `div_le_iff₀` moving the denominator $2D$ across the inequalities.

`rpaEnergy_bracketed` contains the main argument. After recording that the square root is nonnegative and has the expected square, `generalize` replaces it by a letter `w`, so the remaining work is polynomial algebra. The bounds `hw1` and `hw2` compare squares, as in the derivation. The amplitude `p` is obtained by dividing $w - D - K$ by $K$, and `hfix` proves $U(p) = p$ by multiplying through by $K$ and combining the equations for $w^2$ and $Kp$.

The local statements `down` and `up` are the two side changes. Only `up` needs the lower bound $-1 \le t$, which `ringIterate_mem` supplies for the odd iterates. The induction `even` applies `down` and then `up`; one more use of `down` gives `odd`. The last lines multiply by $K$ and let `linarith` pass to energies.

In `brackets_nested`, the local statement `anti` is order reversal for iterates in its weak form. It treats equal amplitudes separately, because `ringUpdate_lt` requires a strict inequality. Applying `anti` twice is the induction step for the even iterates, and one application to the result gives the odd ones.

`mean_energy_error` splits the absolute value into two inequalities with `abs_lt`; both follow linearly from the bracket. `two_cycle` computes the two updates once and then alternates them by induction. `bracket_fails_at_four` first proves by induction that every amplitude after the start is $-2$, then evaluates the energy and rewrites the quantity under the root as `(3 * D) ^ 2`.
